# The square of a vector component is at most the squared length times the diagonal entry of the reciprocal metric

In a cell with metric `G`, a vector with components `x` has squared length `xᵀ G x`. The theorem states that `x i ^ 2` is at most this squared length times the diagonal entry `G⁻¹ i i` of the reciprocal metric. Here `G` is any real positive definite matrix of finite size `n`, and the components are arbitrary real numbers, with no normalisation. The proof takes `v` to be column `i` of `G⁻¹`, so that the squared length of `x - t • v` is a quadratic in `t` that is never negative, and reads the bound off its discriminant, which cannot be positive.

The first attempt, which Lean rejects:

```lean
import Mathlib

open Matrix

namespace ComponentSqLe

/-- The squared length `xᵀ G x` of the vector with components `x` in a cell with metric `G`. -/
def sqLength {n : ℕ} (G : Matrix (Fin n) (Fin n) ℝ) (x : Fin n → ℝ) : ℝ := x ⬝ᵥ G *ᵥ x

/-- For a positive definite metric, the square of a component of a vector is at most its squared
length times the corresponding diagonal entry of the reciprocal metric. -/
theorem component_sq_le {n : ℕ} {G : Matrix (Fin n) (Fin n) ℝ} (hG : G.PosDef)
    (x : Fin n → ℝ) (i : Fin n) : x i ^ 2 ≤ G⁻¹ i i * sqLength G x := by
  have hdet : IsUnit G.det := hG.det_pos.ne'.isUnit
  have hS : Gᵀ = G := by
    have h := hG.isHermitian.eq
    rwa [Matrix.conjTranspose_eq_transpose_of_trivial] at h
  -- `v` is the reciprocal axis, expressed in the direct basis
  obtain ⟨v, hv⟩ : ∃ v : Fin n → ℝ, v = fun j => G⁻¹ j i := ⟨_, rfl⟩
  have hGv : G *ᵥ v = Pi.single i 1 := by
    ext j
    rw [hv]
    change ∑ k, G j k * G⁻¹ k i = _
    rw [← Matrix.mul_apply, Matrix.mul_nonsing_inv _ hdet, Matrix.one_apply, Pi.single_apply]
  have hvx : v ⬝ᵥ G *ᵥ x = x i := by
    rw [Matrix.dotProduct_mulVec, ← Matrix.mulVec_transpose, hS, hGv]
    simp
  have hpoly : ∀ t : ℝ, 0 ≤ v i * (t * t) + (-2 * x i) * t + sqLength G x := by
    intro t
    have h : 0 ≤ sqLength G (x - t • v) := by
      have h0 := hG.posSemidef.dotProduct_mulVec_nonneg (x - t • v)
      rwa [star_trivial] at h0
    have e : sqLength G (x - t • v) = v i * (t * t) + (-2 * x i) * t + sqLength G x := by
      simp only [sqLength, Matrix.mulVec_sub, Matrix.mulVec_smul, sub_dotProduct,
        dotProduct_sub, smul_dotProduct, dotProduct_smul, hGv, hvx, dotProduct_single,
        smul_eq_mul]
      ring
    rwa [e] at h
  have hd := discrim_le_zero hpoly
  have hvi : v i = G⁻¹ i i := by rw [hv]
  rw [discrim, hvi] at hd
  nlinarith

end ComponentSqLe
```

Messages:

```
Try this:
  [apply] ring_nf
  
  The `ring` tactic failed to close the goal. Use `ring_nf` to obtain a normal form.
    
  Note that `ring` works primarily in *commutative* rings. If you have a noncommutative ring, abelian group or module, consider using `noncomm_ring`, `abel` or `module` instead.
Main.lean:33:87: error: unsolved goals
n : ℕ
G : Matrix (Fin n) (Fin n) ℝ
hG : G.PosDef
x : Fin n → ℝ
i : Fin n
hdet : IsUnit G.det
hS : Gᵀ = G
v : Fin n → ℝ
hv : v = fun j => G⁻¹ j i
hGv : G *ᵥ v = Pi.single i 1
hvx : v ⬝ᵥ G *ᵥ x = x i
t : ℝ
h : 0 ≤ sqLength G (x - t • v)
⊢ x ⬝ᵥ G *ᵥ x - t * x i - t * (x - t • v) i = x ⬝ᵥ G *ᵥ x - t * x i * 2 + t ^ 2 * v i
```

What went wrong. Both messages concern the equation `e`, which expands the squared length of `x - t • v` as a quadratic in `t`. The first says that `ring` could not close the goal and suggests `ring_nf`; the error shows the goal that was left.

That goal still contains `(x - t • v) i`, a component of a difference of vectors. It arises because `hGv` turns `G *ᵥ v` into `Pi.single i 1`, and `dotProduct_single` then picks out component `i` of the whole vector `x - t • v`. Nothing in the `simp only` list evaluates a difference or a scalar multiple of functions at an index, and `ring` treats `(x - t • v) i` as an atom, unrelated to `x i` and `v i`.

The repair adds `Pi.sub_apply` and `Pi.smul_apply` to the list. With `smul_eq_mul`, already there, they turn the component into `x i - t * v i`, and the two sides then agree by `ring`. The added comment is mere tidying.

The repair, with which the file compiles:

```diff
@@ -26,4 +26,5 @@
     rw [Matrix.dotProduct_mulVec, ← Matrix.mulVec_transpose, hS, hGv]
     simp
+  -- the squared length of `x - t v` is a nonnegative quadratic in `t`
   have hpoly : ∀ t : ℝ, 0 ≤ v i * (t * t) + (-2 * x i) * t + sqLength G x := by
     intro t
@@ -34,5 +35,5 @@
       simp only [sqLength, Matrix.mulVec_sub, Matrix.mulVec_smul, sub_dotProduct,
         dotProduct_sub, smul_dotProduct, dotProduct_smul, hGv, hvx, dotProduct_single,
-        smul_eq_mul]
+        Pi.sub_apply, Pi.smul_apply, smul_eq_mul]
       ring
     rwa [e] at h
```
